# SR1 with full steps reaches a zero gradient within n + 1 steps on a quadratic surface, if every step exists and the denominators stay nonzero

A quasi-Newton update fits the model Hessian to the gradient change along the latest step. With two or more coordinates, this property alone does not stop a later update from spoiling what the model had learned from earlier steps, and even on an exactly quadratic surface it gives no bound on the length of the run. For the symmetric rank-one (SR1) update with full steps and a symmetric first model there is such a bound, provided that the model yields a step each time, which a singular model may fail to do, and that the update's denominator is nonzero whenever the new gradient is.

In geometry optimisation this describes the idealised end of a search, where the energy surface is taken as exactly harmonic and the arithmetic as exact.

## The update and the run

```lean
import Mathlib

open Matrix

namespace SR1Termination

noncomputable section

variable {n : ℕ}
```

Mathlib is loaded, and `n` is the number of coordinates, any natural number.

```lean
/-- The symmetric rank-one update of the Hessian model `B` for a step `s` and a gradient
change `y`. -/
def sr1 (B : Matrix (Fin n) (Fin n) ℝ) (s y : Fin n → ℝ) : Matrix (Fin n) (Fin n) ℝ :=
  B + ((y - B *ᵥ s) ⬝ᵥ s)⁻¹ • vecMulVec (y - B *ᵥ s) (y - B *ᵥ s)
```

Here `Fin n → ℝ` is a real vector with $n$ components, `*ᵥ` is matrix times vector, `⬝ᵥ` is the dot product, and `vecMulVec r r` is the outer product $rr^T$. For a model Hessian $B$, a step $s$ and a gradient change $y$, the definition reads

$$B' = B + \frac{rr^T}{r^Ts}, \qquad r = y - Bs .$$

The vector $r$ is the residual of the secant equation $Bs = y$. Lean sets $0^{-1}=0$, so a zero denominator means no correction. From the theorem `hereditary` onwards, a hypothesis on the run ensures that a zero denominator occurs only with $r=0$, where the correction vanishes anyway.

```lean
/-- A quasi-Newton run with full steps `s k`, gradients `g k` and SR1 Hessian models `B k`
on a quadratic surface with Hessian `A`. -/
structure SR1Run (A : Matrix (Fin n) (Fin n) ℝ) (B : ℕ → Matrix (Fin n) (Fin n) ℝ)
    (g s : ℕ → Fin n → ℝ) : Prop where
  step : ∀ k, B k *ᵥ s k = -g k
  gradient : ∀ k, g (k + 1) = g k + A *ᵥ s k
  update : ∀ k, B (k + 1) = sr1 (B k) (s k) (A *ᵥ s k)
```

`SR1Run` is a statement about given sequences, not a program. It says that for every $k = 0, 1, 2, \dots$

$$B_k s_k = -g_k, \qquad g_{k+1} = g_k + A s_k,$$

and that $B_{k+1}$ is the SR1 update of $B_k$ with $y_k = As_k$. The matrix $A$ is the true Hessian, so the second equation is the exact gradient change on a quadratic surface. The step is taken in full, with no line search or trust radius.

No $B_k$ has to be invertible, but the step equation is assumed to have a solution each time. The sequences are infinite; a run that stops at a zero gradient fits this form, because it can be continued with zero steps.

## What one update does

```lean
variable {A : Matrix (Fin n) (Fin n) ℝ} {B : ℕ → Matrix (Fin n) (Fin n) ℝ}
  {g s : ℕ → Fin n → ℝ}

/-- The updated model acts on a vector as the old one plus a multiple of the residual. -/
theorem sr1_mulVec (B : Matrix (Fin n) (Fin n) ℝ) (s y v : Fin n → ℝ) :
    sr1 B s y *ᵥ v = B *ᵥ v +
      (((y - B *ᵥ s) ⬝ᵥ v) / ((y - B *ᵥ s) ⬝ᵥ s)) • (y - B *ᵥ s) := by
  have h (r : Fin n → ℝ) : vecMulVec r r *ᵥ v = (r ⬝ᵥ v) • r := by
    ext i
    simp only [mulVec, dotProduct, vecMulVec_apply, Pi.smul_apply, smul_eq_mul,
      Finset.sum_mul]
    exact Finset.sum_congr rfl fun _ _ => by ring
  rw [sr1, Matrix.add_mulVec, Matrix.smul_mulVec, h, smul_smul, div_eq_inv_mul]
```

Since $(rr^T)v = (r^Tv)\,r$, which is the auxiliary fact `h`, the updated model acts on any vector $v$ as

$$B'v = Bv + \frac{r^Tv}{r^Ts}\,r .$$

Two cases matter later. If $r^Tv=0$, the action on $v$ is unchanged. If $v=s$ and $r^Ts\neq0$, then $B's = Bs + r = y$.

```lean
/-- With full steps, the residual of the secant equation is the next gradient. -/
theorem residual_eq_gradient (run : SR1Run A B g s) (k : ℕ) :
    A *ᵥ s k - B k *ᵥ s k = g (k + 1) := by
  rw [run.step, run.gradient, sub_neg_eq_add, add_comm]
```

With full steps the residual is the next gradient:

$$As_k - B_ks_k = As_k + g_k = g_{k+1}.$$

The denominator of the update is therefore $g_{k+1}^Ts_k = s_k^T(A-B_k)s_k$, the error of the modelled curvature along the step, multiplied by the squared step length.

```lean
/-- Every Hessian model of the run is symmetric if the first one is. -/
theorem model_symm (run : SR1Run A B g s) (hB : (B 0).IsSymm) (k : ℕ) : (B k).IsSymm := by
  induction k with
  | zero => exact hB
  | succ k ih =>
    refine Matrix.IsSymm.ext fun i j => ?_
    rw [run.update]
    simp only [sr1, Matrix.add_apply, Matrix.smul_apply, vecMulVec_apply, smul_eq_mul]
    rw [ih.apply i j]
    ring
```

If $B_0$ is symmetric, so is every $B_k$, because each update adds a multiple of the symmetric matrix $rr^T$. The proof is an induction on $k$ that compares the entries $(i,j)$ and $(j,i)$.

## Earlier curvature information survives

```lean
/-- Let `A` and `B 0` be symmetric. If the model `B k` reproduces the exact gradient change `A *ᵥ s
j` along a step `s j`, the gradient `g (k + 1)` is orthogonal to that step. -/
theorem gradient_orthogonal (run : SR1Run A B g s) (hA : A.IsSymm) (hB : (B 0).IsSymm)
    {k j : ℕ} (h : B k *ᵥ s j = A *ᵥ s j) : g (k + 1) ⬝ᵥ s j = 0 := by
  have move (M : Matrix (Fin n) (Fin n) ℝ) (hM : M.IsSymm) (x y : Fin n → ℝ) :
      (M *ᵥ x) ⬝ᵥ y = x ⬝ᵥ (M *ᵥ y) := by
    rw [Matrix.dotProduct_mulVec, ← Matrix.mulVec_transpose, hM.eq]
  rw [← residual_eq_gradient run, sub_dotProduct, move A hA,
    move (B k) (model_symm run hB k), h, sub_self]
```

Suppose that the model $B_k$ is already right along some step $s_j$, that is, $B_ks_j = As_j$. Symmetry of $A$ and $B_k$ lets both matrices move across the dot product:

$$g_{k+1}^Ts_j = (As_k - B_ks_k)^Ts_j = s_k^T(As_j - B_ks_j) = 0 .$$

In the code, `move` is the rule $(Mx)^Ty = x^T(My)$ for symmetric $M$.

```lean
/-- If `A` and `B 0` are symmetric and the denominator of each update is nonzero whenever the new
gradient is, each model reproduces the exact gradient changes along all earlier steps. -/
theorem hereditary (run : SR1Run A B g s) (hA : A.IsSymm) (hB : (B 0).IsSymm)
    (hd : ∀ k, g (k + 1) ≠ 0 → g (k + 1) ⬝ᵥ s k ≠ 0) (k : ℕ) :
    ∀ j < k, B k *ᵥ s j = A *ᵥ s j := by
  induction k with
  | zero => intro j hj; omega
  | succ k ih =>
    intro j hj
    rw [run.update, sr1_mulVec, residual_eq_gradient run]
    rcases Nat.lt_succ_iff_lt_or_eq.mp hj with hlt | rfl
    · -- an old secant equation is untouched by the correction
      rw [gradient_orthogonal run hA hB (ih j hlt), zero_div, zero_smul, add_zero, ih j hlt]
    · -- the newest secant equation holds by construction
      have hr := residual_eq_gradient run j
      by_cases h0 : g (j + 1) = 0
      · rw [h0, smul_zero, add_zero]
        exact (sub_eq_zero.mp (hr.trans h0)).symm
      · rw [div_self (hd j h0), one_smul, ← hr]
        abel
```

The hypothesis `hd` appears here: whenever $g_{k+1}\neq0$, also $g_{k+1}^Ts_k\neq0$. Physically, as long as the new point is not stationary, the energy must still have a slope along the step just taken. This is assumed and not derived from $A$ and $B_0$.

The conclusion is that $B_ks_j = As_j$ for all $j<k$, by induction on $k$. For $k=0$ there is no such $j$. Going from $k$ to $k+1$, the formula for one update, with residual $g_{k+1}$, gives

$$B_{k+1}s_j = B_ks_j + \frac{g_{k+1}^Ts_j}{g_{k+1}^Ts_k}\,g_{k+1}.$$

- For $j<k$, the induction hypothesis gives $B_ks_j=As_j$. The numerator then vanishes by orthogonality, and the old equation stands.
- For $j=k$ and $g_{k+1}\neq0$, the fraction is 1, and $B_ks_k+g_{k+1}=As_k$.
- For $j=k$ and $g_{k+1}=0$, the correction is zero and $B_ks_k=As_k$ held already.

The `rcases` line separates $j<k$ from $j=k$, and `by_cases` separates the last two cases.

## Independent steps and termination

```lean
/-- Let `A` and `B 0` be symmetric, and let the denominator of each update be nonzero whenever the
new gradient is. If the gradients `g 1, …, g m` are nonzero, the first `m` steps are linearly
independent. -/
theorem steps_independent (run : SR1Run A B g s) (hA : A.IsSymm) (hB : (B 0).IsSymm)
    (hd : ∀ k, g (k + 1) ≠ 0 → g (k + 1) ⬝ᵥ s k ≠ 0) (m : ℕ)
    (hg : ∀ k < m, g (k + 1) ≠ 0) : LinearIndependent ℝ (fun i : Fin m => s i) := by
  refine Fintype.linearIndependent_iff.2 fun c hc => ?_
  by_contra hne
  obtain ⟨i, hi⟩ := not_forall.mp hne
  -- pair the relation with the gradient that follows the last step occurring in it
  obtain ⟨k, hk, hmax⟩ := (Finset.univ.filter (fun i : Fin m => c i ≠ 0)).exists_max_image id
    ⟨i, Finset.mem_filter.2 ⟨Finset.mem_univ _, hi⟩⟩
  have h0 : ∑ i : Fin m, c i * (g (k + 1) ⬝ᵥ s i) = 0 := by
    calc ∑ i : Fin m, c i * (g (k + 1) ⬝ᵥ s i) = g (k + 1) ⬝ᵥ ∑ i : Fin m, c i • s i := by
          simp only [dotProduct, Finset.sum_apply, Pi.smul_apply, smul_eq_mul, Finset.mul_sum]
          rw [Finset.sum_comm]
          exact Finset.sum_congr rfl fun _ _ => Finset.sum_congr rfl fun _ _ => by ring
      _ = 0 := by rw [hc, dotProduct_zero]
  have h1 : ∑ i : Fin m, c i * (g (k + 1) ⬝ᵥ s i) = c k * (g (k + 1) ⬝ᵥ s k) := by
    refine Finset.sum_eq_single k (fun j _ hj => ?_) (fun h => absurd (Finset.mem_univ k) h)
    rcases lt_or_gt_of_ne hj with hlt | hgt
    · rw [gradient_orthogonal run hA hB (hereditary run hA hB hd k j hlt), mul_zero]
    · have hcj : c j = 0 := by
        by_contra h
        exact not_le_of_gt hgt (hmax j (Finset.mem_filter.2 ⟨Finset.mem_univ _, h⟩))
      rw [hcj, zero_mul]
  exact mul_ne_zero (Finset.mem_filter.1 hk).2 (hd k (hg k k.isLt)) (h1.symm.trans h0)
```

If $g_1,\dots,g_m$ are nonzero, the steps $s_0,\dots,s_{m-1}$ are linearly independent. Suppose instead that $\sum_{i<m} c_is_i=0$ with some coefficient nonzero, and let $k$ be the largest index with $c_k\neq0$. Take the dot product with $g_{k+1}$:

$$0 = \sum_{i<m} c_i\,g_{k+1}^Ts_i = c_k\,g_{k+1}^Ts_k .$$

Terms with $i<k$ vanish because $g_{k+1}$ is orthogonal to all earlier steps, and terms with $i>k$ vanish because $c_i=0$. What remains is a product of two nonzero numbers, a contradiction. In the code, `exists_max_image` picks $k$, `h0` says that the sum is zero, and `h1` reduces it to its single surviving term.

```lean
/-- An SR1 run with full steps on a quadratic surface in `n` dimensions, with symmetric `A` and `B
0` and with a nonzero denominator whenever the new gradient is nonzero, reaches a zero gradient
within `n + 1` steps. -/
theorem sr1_terminates (run : SR1Run A B g s) (hA : A.IsSymm) (hB : (B 0).IsSymm)
    (hd : ∀ k, g (k + 1) ≠ 0 → g (k + 1) ⬝ᵥ s k ≠ 0) :
    ∃ k, 1 ≤ k ∧ k ≤ n + 1 ∧ g k = 0 := by
  by_contra hno
  have li := steps_independent run hA hB hd (n + 1)
    fun k hk h => hno ⟨k + 1, by omega, by omega, h⟩
  -- there is no room for n + 1 independent steps
  have hcard := li.fintype_card_le_finrank
  simp at hcard
```

This is the termination theorem. For symmetric $A$ and $B_0$, and under the condition on the denominators, there is a $k$ with $1\le k\le n+1$ and $g_k=0$. If there were none, $g_1,\dots,g_{n+1}$ would all be nonzero, and $s_0,\dots,s_n$ would be $n+1$ independent vectors in an $n$-dimensional space. `hcard` records the resulting inequality $n+1\le n$, which `simp` recognises as false.

The case $n=1$ shows the mechanism. Let $A=a\neq0$ and $B_0=\beta\neq0$ be numbers. Then $s_0=-g_0/\beta$ and $g_1=g_0+as_0$. If $g_1\neq0$, then $s_0\neq0$ too, and

$$B_1 = \beta + \frac{g_1^2}{g_1s_0} = \beta + \frac{g_0+as_0}{s_0} = a .$$

The model is now exact, so the next step satisfies $as_1=-g_1$ and $g_2=g_1+as_1=0$. One step measures the curvature and the second uses it.

```lean
/-- Let `A` and `B 0` be symmetric, and let the denominator of each update be nonzero whenever the
new gradient is. If the gradients `g 1, …, g n` are all nonzero, the model after `n` updates is the
exact Hessian. -/
theorem model_eq_hessian (run : SR1Run A B g s) (hA : A.IsSymm) (hB : (B 0).IsSymm)
    (hd : ∀ k, g (k + 1) ≠ 0 → g (k + 1) ⬝ᵥ s k ≠ 0)
    (hg : ∀ k < n, g (k + 1) ≠ 0) : B n = A := by
  have hspan := (steps_independent run hA hB hd n hg).span_eq_top_of_card_eq_finrank'
    (by simp)
  refine Matrix.toLin'.injective (LinearMap.ext_on_range hspan fun i => ?_)
  rw [Matrix.toLin'_apply, Matrix.toLin'_apply]
  exact hereditary run hA hB hd n i i.isLt
```

The same counting gives the Hessian. If $g_1,\dots,g_n$ are all nonzero, the $n$ independent steps $s_0,\dots,s_{n-1}$ span the space. Both $B_n$ and $A$ act on each of them in the same way, so $B_n=A$. The proof turns the matrices into linear maps with `toLin'` and uses the fact that linear maps agreeing on a spanning set are equal. A run that reaches a zero gradient earlier need not have learned the full Hessian.

```lean
/-- Take full quasi-Newton steps with SR1 updates for the gradient `A x - b` of a quadratic energy,
with `A` and `B 0` symmetric and each denominator nonzero whenever the new gradient is. Then one of
the iterates `x 1, …, x (n + 1)` is a stationary point. -/
theorem stationary_point_reached (b : Fin n → ℝ) (x : ℕ → Fin n → ℝ)
    (hA : A.IsSymm) (hB : (B 0).IsSymm)
    (hx : ∀ k, x (k + 1) = x k + s k) (hs : ∀ k, B k *ᵥ s k = -(A *ᵥ x k - b))
    (hu : ∀ k, B (k + 1) = sr1 (B k) (s k) (A *ᵥ s k))
    (hd : ∀ k, A *ᵥ x (k + 1) - b ≠ 0 → (A *ᵥ x (k + 1) - b) ⬝ᵥ s k ≠ 0) :
    ∃ k, 1 ≤ k ∧ k ≤ n + 1 ∧ A *ᵥ x k = b := by
  have run : SR1Run A B (fun k => A *ᵥ x k - b) s :=
    ⟨hs, fun k => by simp only [hx, Matrix.mulVec_add]; abel, hu⟩
  obtain ⟨k, h1, h2, h3⟩ := sr1_terminates run hA hB hd
  exact ⟨k, h1, h2, sub_eq_zero.mp h3⟩
```

The result is now put in terms of positions. For the energy $E(x)=\tfrac12x^TAx-b^Tx$ the gradient is $Ax-b$, and the iterates obey $x_{k+1}=x_k+s_k$. The gradient then changes by $As_k$, so the sequences form an `SR1Run`, and some $x_k$ with $1\le k\le n+1$ solves $Ax_k=b$. Since $A$ is not assumed positive definite, this stationary point may be a saddle point or a maximum instead of a minimum.

## A run in two dimensions that needs all three steps

```lean
/-- A Hessian in two dimensions with curvatures 2 and 3. -/
def exA : Matrix (Fin 2) (Fin 2) ℝ := !![2, 0; 0, 3]
```

The Hessian is diagonal, with curvatures 2 and 3.

```lean
/-- Hessian models of the example run, starting from the unit matrix. -/
def exB : ℕ → Matrix (Fin 2) (Fin 2) ℝ
  | 0 => !![1, 0; 0, 1]
  | 1 => !![4/3, 2/3; 2/3, 7/3]
  | _ + 2 => exA
```

The models start from the unit matrix. The first update gives

$$B_1=\begin{pmatrix}4/3&2/3\\2/3&7/3\end{pmatrix},$$

and from $B_2$ on the model equals $A$. The pattern `_ + 2` means every index from 2 upwards.

```lean
/-- Gradients of the example run. -/
def exG : ℕ → Fin 2 → ℝ
  | 0 => ![1, 1]
  | 1 => ![-1, -2]
  | 2 => ![-1/4, 1/4]
  | _ + 3 => 0
```

The gradients are $g_0=(1,1)$, $g_1=(-1,-2)$ and $g_2=(-\tfrac14,\tfrac14)$, then zero.

```lean
/-- Steps of the example run. -/
def exS : ℕ → Fin 2 → ℝ
  | 0 => ![-1, -1]
  | 1 => ![3/8, 3/4]
  | 2 => ![1/8, -1/12]
  | _ + 3 => 0
```

The steps are $s_0=(-1,-1)$, $s_1=(\tfrac38,\tfrac34)$ and $s_2=(\tfrac18,-\tfrac1{12})$, then zero. The denominators of the first two updates are $g_1^Ts_0=3$ and $g_2^Ts_1=\tfrac3{32}$. The orthogonality is visible too: $g_2^Ts_0=\tfrac14-\tfrac14=0$.

```lean
/-- The example run meets all hypotheses of the termination theorem, and its gradient vanishes
at the third step but not at the first or second. -/
theorem sr1_terminates_witness :
    SR1Run exA exB exG exS ∧ exA.IsSymm ∧ (exB 0).IsSymm ∧
      (∀ k, exG (k + 1) ≠ 0 → exG (k + 1) ⬝ᵥ exS k ≠ 0) ∧
      exG 1 ≠ 0 ∧ exG 2 ≠ 0 ∧ exG 3 = 0 := by
  refine ⟨⟨?_, ?_, ?_⟩, ?_, ?_, ?_, ?_, ?_, rfl⟩
  · rintro (_ | _ | _ | k)
    on_goal 4 => show exA *ᵥ (0 : Fin 2 → ℝ) = -0; simp
    all_goals
      ext i
      fin_cases i <;> norm_num [exA, exB, exG, exS, mulVec, dotProduct, Fin.sum_univ_two]
  · rintro (_ | _ | _ | k)
    on_goal 4 => show (0 : Fin 2 → ℝ) = 0 + exA *ᵥ 0; simp
    all_goals
      ext i
      fin_cases i <;> norm_num [exA, exG, exS, mulVec, dotProduct, Fin.sum_univ_two]
  · rintro (_ | _ | _ | k)
    on_goal 4 => show exA = sr1 exA 0 (exA *ᵥ 0); simp [sr1]
    all_goals
      ext i j
      fin_cases i <;> fin_cases j <;>
        norm_num [sr1, exA, exB, exS, mulVec, dotProduct, Fin.sum_univ_two, vecMulVec_apply]
  · refine Matrix.IsSymm.ext fun i j => ?_
    fin_cases i <;> fin_cases j <;> simp [exA]
  · refine Matrix.IsSymm.ext fun i j => ?_
    fin_cases i <;> fin_cases j <;> simp [exB]
  · rintro (_ | _ | k) h
    · norm_num [exG, exS, dotProduct, Fin.sum_univ_two]
    · norm_num [exG, exS, dotProduct, Fin.sum_univ_two]
    · exact absurd rfl h
  · intro h
    have := congrFun h 0
    norm_num [exG] at this
  · intro h
    have := congrFun h 0
    norm_num [exG] at this

end

end SR1Termination
```

The theorem confirms that these sequences satisfy every hypothesis of the termination theorem, with $g_1$ and $g_2$ nonzero and $g_3=0$. For $n=2$ the bound $n+1=3$ is therefore attained and can't be lowered. For the three run equations, the proof checks the indices 0, 1 and 2 by arithmetic on each component, and treats all later indices at once, where steps and gradients are zero. The condition on the denominators needs arithmetic only at the indices 0 and 1, because the new gradient is zero from index 2 on.

```lean
#print axioms SR1Termination.sr1_terminates
#print axioms SR1Termination.model_eq_hessian
#print axioms SR1Termination.stationary_point_reached
```

```
'SR1Termination.sr1_terminates' depends on axioms: [propext, Classical.choice, Quot.sound]
'SR1Termination.model_eq_hessian' depends on axioms: [propext, Classical.choice, Quot.sound]
'SR1Termination.stationary_point_reached' depends on axioms: [propext, Classical.choice, Quot.sound]
```
